# At equal solid fraction and for a constant partition coefficient between 0 and 1, the Scheil liquid is at least as concentrated as the lever-rule liquid

## An alloy freezing in a closed mould

A binary alloy of overall solute concentration \(c_0\) freezes in a closed mould. The solid that forms at the interface takes up solute at a concentration \(k\) times that of the liquid, where \(k\) is the partition coefficient. If \(k<1\), solute is rejected and the remaining liquid becomes richer. How rich it is when a fraction \(f\) has solidified depends on what happens inside the solid.

There are two limiting cases, both with a well-mixed liquid:

- Diffusion in the solid is so fast that the solid stays uniform and in equilibrium with the liquid. This gives the lever rule.
- There is no diffusion in the solid, so each layer keeps the composition with which it froze. This gives the Scheil model.

The coefficient \(k\) is taken as constant, as it is when the liquidus and solidus are straight lines that meet at the melting point of the pure solvent. Fractions and concentrations are measured on the same basis, for example both by mass.

## Two solute balances

**Uniform solid.** Let \(C\) be the liquid concentration. The liquid holds \((1-f)C\) and the solid \(f\,kC\), so

\[
(1-f)C+f\,kC=c_0,\qquad\text{that is}\qquad C\,[1-(1-k)f]=c_0 .
\]

The bracket equals \((1-f)+kf\), which is positive for \(k>0\) and \(0\le f\le 1\). Hence

\[
C_{\rm lev}(f)=\frac{c_0}{1-(1-k)f}.
\]

**Frozen solid.** When a further layer \(df\) freezes, the liquid loses the solute \(kC\,df\):

\[
d[(1-f)C]=-kC\,df .
\]

Expanding the left side gives \((1-f)C'-C=-kC\), so

\[
C'=\frac{(1-k)C}{1-f},\qquad C(0)=c_0 .
\]

To solve this, consider the product \(C(f)(1-f)^{1-k}\). Its derivative is

\[
\frac{(1-k)C}{1-f}(1-f)^{1-k}-(1-k)C(1-f)^{-k}=0 ,
\]

so it keeps its initial value \(c_0\), and

\[
C_{\rm Sch}(f)=c_0(1-f)^{k-1}=\frac{c_0}{(1-f)^{1-k}} .
\]

Conversely, differentiating this formula gives \(-(k-1)c_0(1-f)^{k-2}=(1-k)C_{\rm Sch}/(1-f)\), so it does obey the rate law.

## Comparing the denominators

Let \(0<k<1\), \(c_0>0\) and \(0\le f<1\). Then

\[
C_{\rm lev}(f)\le C_{\rm Sch}(f),\quad\text{with equality exactly at } f=0 .
\]

Both concentrations are \(c_0\) divided by a positive number, so it is enough to compare the denominators. Put \(a=1-k\), which lies between 0 and 1, and define

\[
g(f)=1-af-(1-f)^a .
\]

Then \(g(0)=0\), and \(g'(f)=a[(1-f)^{a-1}-1]>0\) for \(0<f<1\), because \(a-1\) is negative. Therefore \((1-f)^{1-k}<1-(1-k)f\) for \(0<f<1\), which is Bernoulli's inequality for an exponent between 0 and 1. The smaller denominator belongs to Scheil, so the Scheil concentration is the larger one. At \(f=0\) both are \(c_0\).

## The solute stored in the solid

The Scheil layer that froze at fraction \(x\) has concentration \(kC_{\rm Sch}(x)\). For \(k>0\), the substitution \(u=1-x\) gives the solute in the solid up to fraction \(F\):

\[
\int_0^F k c_0(1-x)^{k-1}dx=kc_0\int_{1-F}^1u^{k-1}du=c_0\,[1-(1-F)^k].
\]

For \(F<1\) the remaining liquid holds \((1-F)\,c_0(1-F)^{k-1}=c_0(1-F)^k\), and the two amounts add up to \(c_0\).

At \(F=1\) the solid alone holds \(c_0\). For \(k<1\) the profile diverges there, but its exponent \(k-1\) is above \(-1\), so the integral is finite.

## When the liquid reaches the eutectic concentration

Setting \(C_{\rm Sch}(f)=c_E\) gives \((1-f)^{k-1}=c_E/c_0\). For \(k\neq1\), raising both sides to the power \(1/(k-1)\) yields

\[
f=1-\left(\frac{c_E}{c_0}\right)^{1/(k-1)} .
\]

With \(k<1\) this is a physical solid fraction when \(c_E\ge c_0\); a smaller \(c_E\) would give a negative \(f\).

Take \(k=1/2\) and \(c_E=4c_0\) as an illustration. Scheil leaves the liquid fraction \(4^{-2}=1/16\) to freeze as eutectic. The lever-rule liquid never gets beyond \(c_0/k=2c_0\), so that model predicts no eutectic at all.

## Scheil as repeated lever-rule steps

Solidification codes often carry out the Scheil model in steps: equilibrate the remaining liquid, set aside the solid that forms, and continue with the new liquid. With constant \(k\), and, for simplicity, the same fraction \(\delta\) of the current liquid freezing in each step, the update is

\[
C_{n+1}=\frac{C_n}{1-(1-k)\delta},
\]

which is the lever rule applied to the liquid alone. After \(n\ge1\) steps the liquid fraction is \((1-\delta)^n\). The comparison above, used once per step, shows that for \(0<k<1\) and \(0<\delta<1\) the stepped concentration lies below the continuous Scheil value at the same solid fraction. In this constant-\(k\) binary model, a coarse step therefore underestimates the segregation, and at any fixed solid fraction below 1 the error vanishes as \(\delta\to0\).

## Solutes that prefer the solid

If \(k>1\), the exponent \(1-k\) is negative and Bernoulli's inequality turns round: \((1-f)^{1-k}>1-(1-k)f\) for \(0<f<1\). The Scheil liquid is then the more dilute of the two. This reversed case is derived here by hand only; the Lean comparison assumes \(k<1\).

## The statements in Lean

All quantities are real numbers: `k`, `c0` and `cE` are \(k\), \(c_0\) and \(c_E\), and `f` or `F` is the solid fraction. The functions `leverLiquid` and `scheilLiquid` are \(C_{\rm lev}\) and \(C_{\rm Sch}\), and `^` with a real exponent is the real power.

- `lever_balance_iff` says that, for \(k>0\) and \(0\le f\le1\), a concentration `C` satisfies the uniform-solid balance if and only if it is the lever-rule value.
- `scheil_hasDerivAt` and `scheil_unique` tie the Scheil formula to its rate law. Uniqueness is among functions continuous on \([0,1)\), written `Ico 0 1`, and needs the rate law only for the derivative from the right, which is what `Ici x` expresses.
- `lever_le_scheil` contains the inequality and its equality case, under `0 < k`, `k < 1`, `0 < c0`, `0 ≤ f` and `f < 1`.
- `scheil_solid_solute`, `scheil_balance` and `scheil_total_solute` are the three solute accounts. The last one states integrability on \([0,1]\) together with the value \(c_0\), for every \(k>0\).
- `scheil_reaches_iff` is the inversion for a prescribed concentration.

At \(f=1\) Lean's power returns a finite number where the Scheil formula diverges for \(k<1\); this single point does not affect the integral, and the comparison stops short of it.

The rate law enters `scheil_unique` as a hypothesis; its derivation from the layer-by-layer balance is the physical argument given earlier. The model has no temperature, no partial diffusion in the solid, no flow of solute into or out of the mould, and no cap on the concentration. In a real eutectic alloy the Scheil curve applies only until the liquid reaches \(c_E\).

```lean
import Mathlib

open Set MeasureTheory

namespace ScheilLeverRule

noncomputable section

/-- Liquid concentration at solid fraction `f` in the Scheil model, for partition
coefficient `k` and overall concentration `c0`. -/
def scheilLiquid (k c0 f : ℝ) : ℝ := c0 * (1 - f) ^ (k - 1)

/-- Liquid concentration at solid fraction `f` according to the lever rule. -/
def leverLiquid (k c0 f : ℝ) : ℝ := c0 / (1 - (1 - k) * f)

/-- The denominator of the lever rule is positive for every solid fraction in `[0, 1]`. -/
theorem lever_denom_pos {k f : ℝ} (hk : 0 < k) (h0 : 0 ≤ f) (h1 : f ≤ 1) :
    0 < 1 - (1 - k) * f := by
  rcases h0.eq_or_lt with h | h
  · rw [← h]
    norm_num
  · nlinarith [mul_pos hk h]

/-- Liquid of concentration `C` and uniform solid of concentration `k C` together hold
the overall solute `c0` exactly when `C` is the lever-rule value. -/
theorem lever_balance_iff {k c0 f C : ℝ} (hk : 0 < k) (h0 : 0 ≤ f) (h1 : f ≤ 1) :
    (1 - f) * C + f * (k * C) = c0 ↔ C = leverLiquid k c0 f := by
  rw [leverLiquid, eq_div_iff (lever_denom_pos hk h0 h1).ne']
  constructor <;> intro h <;> linear_combination h

/-- The Scheil concentration obeys the rate law `C' = (1 - k) C / (1 - f)`. -/
theorem scheil_hasDerivAt (k c0 : ℝ) {f : ℝ} (h1 : f < 1) :
    HasDerivAt (scheilLiquid k c0) ((1 - k) * scheilLiquid k c0 f / (1 - f)) f := by
  have hne : 1 - f ≠ 0 := (sub_pos.mpr h1).ne'
  have h := ((((hasDerivAt_id' f).const_sub 1).rpow_const
    (p := k - 1) (Or.inl hne)).const_mul c0)
  have e : c0 * (-1 * (k - 1) * (1 - f) ^ (k - 1 - 1))
      = (1 - k) * scheilLiquid k c0 f / (1 - f) := by
    rw [scheilLiquid, Real.rpow_sub_one hne (k - 1)]
    ring
  exact h.congr_deriv e

/-- The Scheil concentration written as a quotient. -/
theorem scheil_eq_div (k c0 : ℝ) {f : ℝ} (h1 : f < 1) :
    scheilLiquid k c0 f = c0 / (1 - f) ^ (1 - k) := by
  have e : k - 1 = -(1 - k) := by ring
  rw [scheilLiquid, e, Real.rpow_neg (sub_pos.mpr h1).le, div_eq_mul_inv]

/-- A continuous liquid concentration that starts at `c0` and obeys the rate law
`C' = (1 - k) C / (1 - f)` during solidification is the Scheil concentration. -/
theorem scheil_unique {k c0 : ℝ} {C : ℝ → ℝ} (hcont : ContinuousOn C (Ico 0 1))
    (hrate : ∀ x ∈ Ico (0 : ℝ) 1,
      HasDerivWithinAt C ((1 - k) * C x / (1 - x)) (Ici x) x)
    (hinit : C 0 = c0) {f : ℝ} (h0 : 0 ≤ f) (h1 : f < 1) :
    C f = scheilLiquid k c0 f := by
  have hne : ∀ x : ℝ, x ≤ f → 1 - x ≠ 0 := fun x hx => by
    have : 0 < 1 - x := by linarith
    exact this.ne'
  -- the product C(x) (1 - x)^(1 - k) is conserved
  have hc : ContinuousOn (fun x => C x * (1 - x) ^ (1 - k)) (Icc 0 f) := by
    refine ContinuousOn.mul (hcont.mono fun x hx => ⟨hx.1, lt_of_le_of_lt hx.2 h1⟩) ?_
    exact ContinuousOn.rpow_const (continuousOn_const.sub continuousOn_id)
      (fun x hx => Or.inl (hne x hx.2))
  have hd : ∀ x ∈ Ico (0 : ℝ) f,
      HasDerivWithinAt (fun x => C x * (1 - x) ^ (1 - k)) 0 (Ici x) x := by
    intro x hx
    have hx1 := hne x hx.2.le
    have hp := ((hasDerivAt_id' x).const_sub 1).rpow_const (p := 1 - k) (Or.inl hx1)
    have h := (hrate x ⟨hx.1, hx.2.trans h1⟩).mul (hp.hasDerivWithinAt (s := Ici x))
    have e : (1 - k) * C x / (1 - x) * (1 - x) ^ (1 - k)
        + C x * (-1 * (1 - k) * (1 - x) ^ (1 - k - 1)) = 0 := by
      rw [Real.rpow_sub_one hx1 (1 - k)]
      ring
    exact h.congr_deriv e
  have h : C f * (1 - f) ^ (1 - k) = C 0 * (1 - 0) ^ (1 - k) :=
    constant_of_has_deriv_right_zero hc hd f ⟨h0, le_rfl⟩
  rw [sub_zero, Real.one_rpow, mul_one, hinit] at h
  rw [scheil_eq_div k c0 h1,
    eq_div_iff (Real.rpow_pos_of_pos (sub_pos.mpr h1) _).ne']
  exact h

/-- For `0 < k < 1` and `c0 > 0`, the lever-rule liquid concentration never exceeds the Scheil
concentration before complete solidification, and the two agree only at zero solid fraction. -/
theorem lever_le_scheil {k c0 f : ℝ} (hk : 0 < k) (hk1 : k < 1) (hc : 0 < c0)
    (h0 : 0 ≤ f) (h1 : f < 1) :
    leverLiquid k c0 f ≤ scheilLiquid k c0 f ∧
      (leverLiquid k c0 f = scheilLiquid k c0 f ↔ f = 0) := by
  rcases h0.eq_or_lt with h | h
  · have e : leverLiquid k c0 f = scheilLiquid k c0 f := by
      rw [← h]
      simp [leverLiquid, scheilLiquid]
    exact ⟨e.le, fun _ => h.symm, fun _ => e⟩
  · -- strict Bernoulli inequality with exponent 1 - k between 0 and 1
    have hb : (1 + -f) ^ (1 - k) < 1 + (1 - k) * -f :=
      rpow_one_add_lt_one_add_mul_self (by linarith) (neg_ne_zero.mpr h.ne')
        (by linarith) (by linarith)
    have hb' : (1 - f) ^ (1 - k) < 1 - (1 - k) * f := by
      rw [← sub_eq_add_neg] at hb
      linarith
    have hlt : leverLiquid k c0 f < scheilLiquid k c0 f := by
      rw [scheil_eq_div k c0 h1, leverLiquid]
      exact div_lt_div_of_pos_left hc (Real.rpow_pos_of_pos (sub_pos.mpr h1) _) hb'
    exact ⟨hlt.le, fun e => absurd e hlt.ne, fun e => absurd e h.ne'⟩

/-- Solute stored in the Scheil solid up to the solid fraction `F`. -/
theorem scheil_solid_solute {k : ℝ} (hk : 0 < k) (c0 F : ℝ) :
    ∫ x in (0 : ℝ)..F, k * scheilLiquid k c0 x = c0 * (1 - (1 - F) ^ k) := by
  have h : ∫ x in (0 : ℝ)..F, (1 - x) ^ (k - 1)
      = ∫ x in (1 - F)..(1 - 0), x ^ (k - 1) :=
    intervalIntegral.integral_comp_sub_left (fun x : ℝ => x ^ (k - 1)) 1
  simp only [scheilLiquid]
  rw [intervalIntegral.integral_const_mul, intervalIntegral.integral_const_mul, h,
    integral_rpow (Or.inl (by linarith)), sub_zero, sub_add_cancel, Real.one_rpow]
  field_simp

/-- At every stage before complete solidification, the solute in the Scheil solid and
in the remaining liquid add up to `c0`. -/
theorem scheil_balance {k F : ℝ} (hk : 0 < k) (c0 : ℝ) (hF : F < 1) :
    (∫ x in (0 : ℝ)..F, k * scheilLiquid k c0 x) + (1 - F) * scheilLiquid k c0 F = c0 := by
  have hne : 1 - F ≠ 0 := (sub_pos.mpr hF).ne'
  have e : (1 - F) * (c0 * ((1 - F) ^ k / (1 - F))) = c0 * (1 - F) ^ k := by
    field_simp
  rw [scheil_solid_solute hk, scheilLiquid, Real.rpow_sub_one hne k, e]
  ring

/-- The Scheil solid profile is integrable over the whole casting, and its total solute
is `c0`. -/
theorem scheil_total_solute {k : ℝ} (hk : 0 < k) (c0 : ℝ) :
    IntervalIntegrable (fun x => k * scheilLiquid k c0 x) volume 0 1 ∧
      ∫ x in (0 : ℝ)..1, k * scheilLiquid k c0 x = c0 := by
  constructor
  · -- the exponent `k - 1` of the profile is above -1
    have h := (intervalIntegral.intervalIntegrable_rpow' (a := 1) (b := 0)
      (show -1 < k - 1 by linarith)).comp_sub_left 1
    rw [sub_self, sub_zero] at h
    exact (h.const_mul c0).const_mul k
  · rw [scheil_solid_solute hk, sub_self, Real.zero_rpow hk.ne', sub_zero, mul_one]

/-- For `k ≠ 1` and positive `c0` and `cE`, the Scheil formula takes the value `cE` at a point `f <
1` exactly when `f` equals `1 - (cE / c0) ^ (1 / (k - 1))`. -/
theorem scheil_reaches_iff {k c0 cE f : ℝ} (hk : k ≠ 1) (hc : 0 < c0) (hE : 0 < cE)
    (h1 : f < 1) :
    scheilLiquid k c0 f = cE ↔ f = 1 - (cE / c0) ^ (1 / (k - 1)) := by
  have hk' : k - 1 ≠ 0 := sub_ne_zero.mpr hk
  constructor
  · intro h
    have e : (cE / c0) ^ (1 / (k - 1)) = 1 - f := by
      rw [← h, scheilLiquid, mul_div_cancel_left₀ _ hc.ne',
        ← Real.rpow_mul (sub_pos.mpr h1).le, mul_one_div_cancel hk', Real.rpow_one]
    linarith
  · intro h
    have e : 1 - f = (cE / c0) ^ (1 / (k - 1)) := by linarith
    rw [scheilLiquid, e, ← Real.rpow_mul (div_pos hE hc).le,
      one_div_mul_cancel hk', Real.rpow_one]
    field_simp

end

end ScheilLeverRule
```

```lean
#print axioms ScheilLeverRule.lever_balance_iff
#print axioms ScheilLeverRule.lever_le_scheil
#print axioms ScheilLeverRule.scheil_total_solute
#print axioms ScheilLeverRule.scheil_reaches_iff
```

```
'ScheilLeverRule.lever_balance_iff' depends on axioms: [propext, Classical.choice, Quot.sound]
'ScheilLeverRule.lever_le_scheil' depends on axioms: [propext, Classical.choice, Quot.sound]
'ScheilLeverRule.scheil_total_solute' depends on axioms: [propext, Classical.choice, Quot.sound]
'ScheilLeverRule.scheil_reaches_iff' depends on axioms: [propext, Classical.choice, Quot.sound]
```

## From the balances to the proofs

`lever_denom_pos` treats \(f=0\) separately. For \(f>0\) it gives `nlinarith` the product \(kf>0\), which together with \(1-f\ge0\) makes the denominator positive. `lever_balance_iff` then multiplies out the quotient with `eq_div_iff`, and both directions are linear rearrangements of the balance.

In `scheil_hasDerivAt` the chain rule for powers produces \((1-f)^{k-2}\), written with exponent `k - 1 - 1`. The lemma `Real.rpow_sub_one` turns this into \((1-f)^{k-1}/(1-f)\), and `ring` recognises the rate law. `scheil_eq_div` moves the power into the denominator, the form needed for the comparison.

`scheil_unique` follows the argument with the constant product. The step `hc` shows that \(C(x)(1-x)^{1-k}\) is continuous on \([0,f]\), and `hd` computes its right derivative by the product rule and finds zero. The Mathlib theorem `constant_of_has_deriv_right_zero` concludes that the values at \(f\) and 0 agree, and the last lines solve for \(C(f)\).

## Where Bernoulli's inequality enters

`lever_le_scheil` splits into \(f=0\) and \(f>0\). In the first case both formulas simplify to \(c_0\). In the second, the function \(g\) of the hand derivation is not needed, because Mathlib has the strict inequality as `rpow_one_add_lt_one_add_mul_self`. It is applied with \(-f\) as the increment and \(1-k\) as the exponent, and `hb'` rewrites the result as a comparison of the two denominators. `div_lt_div_of_pos_left` divides the positive \(c_0\) by both. The strict inequality gives the bound and also rules out equality for \(f>0\).

## The integrals and the inversion

`scheil_solid_solute` makes the substitution \(u=1-x\) through `intervalIntegral.integral_comp_sub_left` and evaluates the power with `integral_rpow`, whose condition \(k-1>-1\) is the assumption \(k>0\). `scheil_balance` adds the liquid term, after writing \((1-F)^{k-1}\) as \((1-F)^k/(1-F)\).

For `scheil_total_solute`, integrability of \(u^{k-1}\) between 1 and 0 is carried over to \((1-x)^{k-1}\) by the same reflection. The value comes from setting \(F=1\) in the earlier formula, where \(0^k=0\) because \(k\neq0\).

`scheil_reaches_iff` proves the two directions separately. Each combines the exponents \(k-1\) and \(1/(k-1)\) into 1 with `Real.rpow_mul`, which requires a non-negative base: \(1-f\) in one direction and \(c_E/c_0\) in the other.
